# With only s and p phase shifts $\delta_0\ge\delta_1\ge0$ screening a unit charge, a power-law K edge vanishes at threshold exactly when the core-line asymmetry exceeds 1/6

When an X-ray photon lifts a core electron of a metal to the Fermi level, the conduction electrons screen the hole, and this reshapes the absorption edge. We take the edge to be a pure power law in the excess photon energy, with an exponent set by the phase shifts at the Fermi level. This law and the formula for the asymmetry of the core photoemission line are definitions here, not derived from a Hamiltonian. The question is what that asymmetry says about the edges when only s and p waves, with phase shifts $\delta_0$ and $\delta_1$, screen the hole.

```lean
import Mathlib

open Filter Topology
open scoped Real

namespace EdgeSingularity

noncomputable section

/-- Charge screened by the conduction electrons, both spins included, when the partial waves
`l < n` have phase shifts `δ l`. The Friedel rule for a singly charged core hole sets it to 1. -/
def screeningCharge (n : ℕ) (δ : ℕ → ℝ) : ℝ :=
  2 * ∑ l ∈ Finset.range n, (2 * (l : ℝ) + 1) * (δ l / π)
```

The function `δ : ℕ → ℝ` gives a real phase shift $\delta_l$ for each partial wave, the same for both spins; only $l<n$ enters. With $x_l=\delta_l/\pi$, the definition reads $Z=2\sum_{l<n}(2l+1)x_l$.

```lean
/-- Asymmetry `α` of the core line: the sum of `(δ l / π)²` over both spins and all
orbitals of the partial waves `l < n`. -/
def asymmetry (n : ℕ) (δ : ℕ → ℝ) : ℝ :=
  2 * ∑ l ∈ Finset.range n, (2 * (l : ℝ) + 1) * (δ l / π) ^ 2
```

This is $\alpha=2\sum_{l<n}(2l+1)x_l^2$.

```lean
/-- Threshold exponent `2 δ_l / π - α` for absorption into the partial wave `l`. -/
def edgeExponent (n : ℕ) (δ : ℕ → ℝ) (l : ℕ) : ℝ :=
  2 * (δ l / π) - asymmetry n δ
```

The exponent is $2x_l-\alpha$. Some texts call this whole exponent $\alpha_l$; here $\alpha$ is always the asymmetry.

```lean
/-- Power-law absorption profile `(1/ω)^(2 δ_l / π - α)` at excess photon energy `ω > 0`
above threshold, in units of the cutoff energy. -/
def edgeProfile (n : ℕ) (δ : ℕ → ℝ) (l : ℕ) (ω : ℝ) : ℝ :=
  (ω⁻¹) ^ edgeExponent n δ l
```

The profile is $(1/\omega)^{2x_l-\alpha}$, with $\omega$ in units of the cutoff. A positive exponent therefore means a peak at threshold.

## The lower bound on the asymmetry

```lean
/-- The weighted spread of the phase shifts about any reference value `c`, expressed through
the asymmetry and the screening charge. -/
theorem spread_about (n : ℕ) (δ : ℕ → ℝ) (c : ℝ) :
    ∑ l ∈ Finset.range n, (2 * (l : ℝ) + 1) * (δ l / π - c) ^ 2
      = asymmetry n δ / 2 - c * screeningCharge n δ + c ^ 2 * (n : ℝ) ^ 2 := by
  induction n with
  | zero => simp [asymmetry, screeningCharge]
  | succ n ih =>
    simp only [asymmetry, screeningCharge, Finset.sum_range_succ] at ih ⊢
    push_cast
    linear_combination ih
```

For any real $c$, expanding the square gives
$$\sum_{l<n}(2l+1)(x_l-c)^2=\frac{\alpha}{2}-cZ+c^2n^2,$$
because $\sum_{l<n}(2l+1)=n^2$. Lean proves it by induction: each new wave adds its own term, and $n^2+(2n+1)=(n+1)^2$.

```lean
/-- With `n ≥ 1` partial waves screening a charge `Z`, the asymmetry is at least `Z²/(2n²)`,
and it equals this value exactly when every `δ l / π` equals `Z/(2n²)`. -/
theorem asymmetry_bound (n : ℕ) (hn : 0 < n) (δ : ℕ → ℝ) :
    screeningCharge n δ ^ 2 / (2 * (n : ℝ) ^ 2) ≤ asymmetry n δ ∧
    (asymmetry n δ = screeningCharge n δ ^ 2 / (2 * (n : ℝ) ^ 2) ↔
      ∀ l < n, δ l / π = screeningCharge n δ / (2 * (n : ℝ) ^ 2)) := by
  have hn' : (n : ℝ) ≠ 0 := by exact_mod_cast hn.ne'
  -- take the mean phase shift as reference value
  have key := spread_about n δ (screeningCharge n δ / (2 * (n : ℝ) ^ 2))
  have hc : screeningCharge n δ / (2 * (n : ℝ) ^ 2) * screeningCharge n δ
      - (screeningCharge n δ / (2 * (n : ℝ) ^ 2)) ^ 2 * (n : ℝ) ^ 2
      = screeningCharge n δ ^ 2 / (2 * (n : ℝ) ^ 2) / 2 := by
    field_simp
    ring
  have hterm : ∀ l ∈ Finset.range n, 0 ≤ (2 * (l : ℝ) + 1) *
      (δ l / π - screeningCharge n δ / (2 * (n : ℝ) ^ 2)) ^ 2 :=
    fun l _ => by positivity
  have hsum := Finset.sum_nonneg hterm
  refine ⟨by linarith, fun h => ?_, fun h => ?_⟩
  · -- zero spread forces every term to vanish
    have hz := (Finset.sum_eq_zero_iff_of_nonneg hterm).1 (by linarith)
    intro l hl
    have hw : (2 * (l : ℝ) + 1) ≠ 0 := by positivity
    have h2 := (mul_eq_zero.1 (hz l (Finset.mem_range.2 hl))).resolve_left hw
    exact sub_eq_zero.1 (pow_eq_zero_iff (two_ne_zero)|>.1 h2)
  · have hz := Finset.sum_eq_zero (s := Finset.range n)
      (f := fun l : ℕ => (2 * (l : ℝ) + 1) *
        (δ l / π - screeningCharge n δ / (2 * (n : ℝ) ^ 2)) ^ 2)
      (fun l hl => by
        have h1 := sub_eq_zero.2 (h l (Finset.mem_range.1 hl))
        simp only [h1]
        ring)
    linarith
```

Choose the mean shift, $c=Z/(2n^2)$. Then $-cZ+c^2n^2=-Z^2/(4n^2)$, so
$$\sum_{l<n}(2l+1)(x_l-c)^2=\frac12\left(\alpha-\frac{Z^2}{2n^2}\right).$$
The left side is non-negative, which gives the bound. The weights are positive, so equality holds exactly when every $x_l=c$. In Lean, `hc` is the arithmetic and `hsum` the non-negativity.

```lean
/-- Screening charge and asymmetry when only s and p waves scatter. -/
theorem sp_formulas (δ : ℕ → ℝ) :
    screeningCharge 2 δ = 2 * (δ 0 / π + 3 * (δ 1 / π)) ∧
    asymmetry 2 δ = 2 * ((δ 0 / π) ^ 2 + 3 * (δ 1 / π) ^ 2) := by
  constructor <;>
  · simp only [screeningCharge, asymmetry, Finset.sum_range_succ, Finset.sum_range_zero]
    push_cast
    ring
```

For $n=2$ the sums are $Z=2(x_0+3x_1)$ and $\alpha=2(x_0^2+3x_1^2)$.

```lean
/-- If s and p waves alone screen a unit charge, the asymmetry is at least `1/8`. -/
theorem sp_asymmetry_ge (δ : ℕ → ℝ) (hF : screeningCharge 2 δ = 1) :
    1 / 8 ≤ asymmetry 2 δ := by
  have h := (asymmetry_bound 2 two_pos δ).1
  rw [hF] at h
  norm_num at h ⊢
  exact h
```

The hypothesis `hF` is the Friedel rule $Z=1$: the conduction electrons neutralise a singly charged hole. The bound becomes $\alpha\ge1/(2\cdot2^2)=1/8$.

## From the asymmetry to the shifts

```lean
/-- For `1/8 ≤ α ≤ 1/2`, the Friedel rule, the asymmetry `α` and the branch `δ₀ ≥ δ₁ ≥ 0`
hold together exactly when the s and p phase shifts have the stated values. -/
theorem sp_shifts_iff (δ : ℕ → ℝ) (α : ℝ) (hα : 1 / 8 ≤ α) (hα' : α ≤ 1 / 2) :
    (screeningCharge 2 δ = 1 ∧ asymmetry 2 δ = α ∧ δ 1 ≤ δ 0 ∧ 0 ≤ δ 1) ↔
    (δ 0 / π = (1 + 3 * √((8 * α - 1) / 3)) / 8 ∧
      δ 1 / π = (1 - √((8 * α - 1) / 3)) / 8) := by
  rw [(sp_formulas δ).1, (sp_formulas δ).2]
  have hπ := Real.pi_pos
  constructor
  · rintro ⟨hF, hA, h01, -⟩
    have hxy : δ 1 / π ≤ δ 0 / π := by gcongr
    have hx : δ 0 / π = 1 / 2 - 3 * (δ 1 / π) := by linarith
    rw [hx] at hA
    -- the branch selects the non-negative root
    have hs : (8 * α - 1) / 3 = (1 - 8 * (δ 1 / π)) ^ 2 := by
      rw [← hA]
      ring
    rw [hs, Real.sqrt_sq (by linarith)]
    constructor <;> linarith
  · rintro ⟨h0, h1⟩
    have hs0 := Real.sqrt_nonneg ((8 * α - 1) / 3)
    have hs2 := Real.sq_sqrt (show 0 ≤ (8 * α - 1) / 3 by linarith)
    have hs1 : √((8 * α - 1) / 3) ≤ 1 := by nlinarith
    have e0 := (div_eq_iff hπ.ne').1 h0
    have e1 := (div_eq_iff hπ.ne').1 h1
    refine ⟨by rw [h0, h1]; ring, ?_, ?_, ?_⟩
    · rw [h0, h1]
      linear_combination (3 / 8) * hs2
    · rw [e0, e1]
      exact mul_le_mul_of_nonneg_right (by linarith) hπ.le
    · rw [e1]
      exact mul_nonneg (by linarith) hπ.le
```

The branch $\delta_0\ge\delta_1\ge0$ describes an attractive hole that shifts the s wave at least as much as each p wave. The Friedel rule gives $x_0=\tfrac12-3x_1$, hence
$$\alpha=\tfrac12-6x_1+24x_1^2,\qquad \frac{8\alpha-1}{3}=(1-8x_1)^2.$$
Since $x_1\le x_0$ means $x_1\le\tfrac18$, the root is $s=\sqrt{(8\alpha-1)/3}=1-8x_1$. So $x_1=(1-s)/8$ and $x_0=(1+3s)/8$.

Conversely, these values give $Z=1$ and asymmetry $(1+3s^2)/8=\alpha$. The range $\tfrac18\le\alpha\le\tfrac12$ gives $0\le s\le1$, so $x_0-x_1=s/2\ge0$ and $x_1\ge0$. Thus $\alpha$ fixes both shifts, and every value in the range occurs.

At the lower end, $\alpha=\tfrac18$, both shifts are $\pi/8$ and both exponents are $\tfrac18$. At the upper end, $\alpha=\tfrac12$, only the s wave scatters, with $\delta_0=\pi/2$.

## The signs of the exponents

```lean
/-- Under the Friedel rule for s and p waves with `δ₀ ≥ δ₁ ≥ 0`, the s exponent is positive,
and the p exponent is negative exactly when the asymmetry exceeds `1/6`. -/
theorem sp_exponents (δ : ℕ → ℝ) (hF : screeningCharge 2 δ = 1)
    (h01 : δ 1 ≤ δ 0) (h1 : 0 ≤ δ 1) :
    0 < edgeExponent 2 δ 0 ∧ (edgeExponent 2 δ 1 < 0 ↔ 1 / 6 < asymmetry 2 δ) := by
  have hπ := Real.pi_pos
  have hy : 0 ≤ δ 1 / π := div_nonneg h1 hπ.le
  have hxy : δ 1 / π ≤ δ 0 / π := by gcongr
  rw [(sp_formulas δ).1] at hF
  have hx : δ 0 / π = 1 / 2 - 3 * (δ 1 / π) := by linarith
  unfold edgeExponent
  rw [(sp_formulas δ).2, hx]
  have hy8 : δ 1 / π ≤ 1 / 8 := by linarith
  generalize δ 1 / π = y at hy hy8 ⊢
  refine ⟨by nlinarith [mul_nonneg hy (sub_nonneg.2 hy8)], fun h => ?_, fun h => ?_⟩
  -- both conditions say that the p shift lies below π/12
  · have hlt : y < 1 / 12 := by
      by_contra hc
      have hc' : 0 ≤ y - 1 / 12 := by linarith
      nlinarith [mul_nonneg hc' (show 0 ≤ 1 / 4 - y by linarith)]
    nlinarith [mul_pos (sub_pos.2 hlt) (show 0 < 1 / 6 - y by linarith)]
  · have hlt : y < 1 / 12 := by
      by_contra hc
      have hc' : 0 ≤ y - 1 / 12 := by linarith
      nlinarith [mul_nonneg hc' (show 0 ≤ 1 / 6 - y by linarith)]
    nlinarith [mul_pos (sub_pos.2 hlt) (show 0 < 1 / 4 - y by linarith)]
```

On the branch, $0\le x_1\le\tfrac18$. Substitution gives
$$2x_0-\alpha=\tfrac12-24x_1^2\ge\tfrac18>0,$$
$$2x_1-\alpha=-24\left(x_1-\tfrac1{12}\right)\left(x_1-\tfrac14\right),$$
$$\alpha-\tfrac16=24\left(x_1-\tfrac1{12}\right)\left(x_1-\tfrac16\right).$$
The last factor in each product is negative, so $2x_1-\alpha<0$ and $\alpha>\tfrac16$ both mean $x_1<\tfrac1{12}$. Lean writes `y` for $x_1$ and passes products of such factors to `nlinarith`.

## The edges at threshold

```lean
/-- The absorption profile vanishes at threshold exactly when its exponent
`2 δ_l / π - α` is negative. -/
theorem profile_vanishes_iff (n : ℕ) (δ : ℕ → ℝ) (l : ℕ) :
    Tendsto (edgeProfile n δ l) (𝓝[>] 0) (𝓝 0) ↔ edgeExponent n δ l < 0 := by
  constructor
  · intro h
    by_contra hc
    -- for a non-negative exponent the profile is at least 1 near threshold
    have hev : ∀ᶠ ω in 𝓝[>] (0 : ℝ), 1 ≤ edgeProfile n δ l ω := by
      filter_upwards [Ioo_mem_nhdsGT (zero_lt_one' ℝ)] with ω hω
      exact Real.one_le_rpow ((one_le_inv₀ hω.1).2 hω.2.le) (not_lt.1 hc)
    linarith [ge_of_tendsto h hev]
  · intro h
    have ht := (tendsto_rpow_neg_atTop (neg_pos.2 h)).comp
      (tendsto_inv_nhdsGT_zero (𝕜 := ℝ))
    simp only [neg_neg] at ht
    exact ht
```

`Tendsto … (𝓝[>] 0) (𝓝 0)` says that the profile tends to $0$ as $\omega\to0^+$. With a negative exponent $-q$ the profile is $\omega^q\to0$. With a non-negative exponent it is at least $1$ for $0<\omega<1$, so it cannot tend to $0$.

```lean
/-- Let s and p waves screen a unit charge with `δ₀ ≥ δ₁ ≥ 0`. Then the L edge (s channel)
diverges at threshold, and the K edge (p channel) vanishes there exactly when `α > 1/6`. -/
theorem sp_edges (δ : ℕ → ℝ) (hF : screeningCharge 2 δ = 1)
    (h01 : δ 1 ≤ δ 0) (h1 : 0 ≤ δ 1) :
    Tendsto (edgeProfile 2 δ 0) (𝓝[>] 0) atTop ∧
    (Tendsto (edgeProfile 2 δ 1) (𝓝[>] 0) (𝓝 0) ↔ 1 / 6 < asymmetry 2 δ) := by
  obtain ⟨hs, hp⟩ := sp_exponents δ hF h01 h1
  exact ⟨(tendsto_rpow_atTop hs).comp (tendsto_inv_nhdsGT_zero (𝕜 := ℝ)),
    (profile_vanishes_iff 2 δ 1).trans hp⟩

end

end EdgeSingularity
```

Here `atTop` means $+\infty$. The L edge (2p core level, s channel) diverges because its exponent is positive; the K edge (1s core level, p channel) follows from the two preceding theorems. At $\alpha=\tfrac16$ the K exponent is zero and the profile is a plain step.

For core-level spectroscopy, this links a photoemission line shape to absorption edges, within a model of independent electrons scattered only in s and p waves. Applying it to a metal requires that the measured edge follow this power law near threshold, which lifetime broadening, for one, obscures.

```lean
#print axioms EdgeSingularity.sp_asymmetry_ge
-- 'EdgeSingularity.sp_asymmetry_ge' depends on axioms: [propext, Classical.choice, Quot.sound]
#print axioms EdgeSingularity.sp_shifts_iff
-- 'EdgeSingularity.sp_shifts_iff' depends on axioms: [propext, Classical.choice, Quot.sound]
#print axioms EdgeSingularity.sp_edges
-- 'EdgeSingularity.sp_edges' depends on axioms: [propext, Classical.choice, Quot.sound]
```
